# For fragment-local integrals, spin scaling multiplies the second-order dispersion energy by (c + s)/2

Before running a spin-scaled second-order calculation on a weakly bound complex of closed-shell fragments, one can read off from the two scaling coefficients what will happen to the long-range dispersion energy. If the opposite-spin part is scaled by $c$ and the same-spin part by $s$, the dispersion energy is $(c+s)/2$ times its unscaled value, provided the fragments are so far apart that products of orbitals on different fragments can be neglected.

Let $i,j$ be occupied and $a,b$ virtual spatial orbitals, and let the real number $V(i,a,j,b)$ be the repulsion between the orbital products $ia$ and $jb$. With a denominator $D(i,a,j,b)$, the energy in question is

$$E(c,s)=\sum_{i,a\in A}\ \sum_{j,b\in B}\frac{c\,V(i,a,j,b)^2+s\,V(i,a,j,b)\,[V(i,a,j,b)-V(i,b,j,a)]}{D(i,a,j,b)} .$$

## Two fragments and the excitations between them

```lean
import Mathlib

open Finset

namespace SpinScaledDispersion

noncomputable section

/-- The two fragments. -/
inductive Fragment
  | A
  | B
  deriving DecidableEq
```

`Fragment` is a type with exactly two values, `A` and `B`.

```lean
/-- The quadruples (i, a, j, b) with i occupied and a virtual on fragment A,
and j occupied and b virtual on fragment B. -/
def excitations {ι : Type*} (frag : ι → Fragment) (occ virt : Finset ι) :
    Finset (ι × ι × ι × ι) :=
  (occ ×ˢ virt ×ˢ occ ×ˢ virt).filter fun q =>
    frag q.1 = .A ∧ frag q.2.1 = .A ∧ frag q.2.2.1 = .B ∧ frag q.2.2.2 = .B
```

The orbitals are labelled by a type `ι`. The function `frag` says on which fragment each orbital sits, and the finite sets `occ` and `virt` list the occupied and virtual orbitals. From all quadruples $(i,a,j,b)$ with the right occupations, the filter keeps those with $i,a$ on $A$ and $j,b$ on $B$: one local excitation on each fragment.

```lean
/-- The sum of f(i, a, j, b) over i, a on fragment A and j, b on fragment B. -/
def interSum {ι : Type*} (frag : ι → Fragment) (occ virt : Finset ι)
    (f : ι → ι → ι → ι → ℝ) : ℝ :=
  ∑ q ∈ excitations frag occ virt, f q.1 q.2.1 q.2.2.1 q.2.2.2
```

This is the double sum above, for an arbitrary summand $f$. A closed-shell energy also contains the quadruples with $A$ and $B$ interchanged. For the usual symmetric integrals and denominators they contribute the same amount again, so the ratio is unaffected.

```lean
/-- The integral V(i, a, j, b) vanishes unless i, a share a fragment and j, b share a fragment. -/
def FragmentLocal {ι : Type*} (frag : ι → Fragment) (V : ι → ι → ι → ι → ℝ) : Prop :=
  ∀ i a j b, ¬(frag i = frag a ∧ frag j = frag b) → V i a j b = 0
```

`FragmentLocal` is the physical assumption: $V(i,a,j,b)=0$ unless $i,a$ share a fragment and $j,b$ share a fragment. It stands for the neglect of overlap between the fragments. At finite distance this is an approximation, and the exchange terms it removes are absent from every result below that assumes it.

## Amplitudes and the scaled energy

```lean
/-- The first-order equations, for every interfragment excitation, of the opposite-spin amplitudes t
and the same-spin amplitudes u; only the latter contain the exchange integral V(i, b, j, a). -/
structure FirstOrder {ι : Type*} (frag : ι → Fragment) (occ virt : Finset ι)
    (V D t u : ι → ι → ι → ι → ℝ) : Prop where
  opposite : ∀ i a j b, (i, a, j, b) ∈ excitations frag occ virt →
    D i a j b * t i a j b = V i a j b
  same : ∀ i a j b, (i, a, j, b) ∈ excitations frag occ virt →
    D i a j b * u i a j b = V i a j b - V i b j a
```

The energy is built from amplitudes, not directly from quotients. For each interfragment excitation, the opposite-spin amplitude $t$ and the same-spin amplitude $u$ satisfy

$$D\,t=V(i,a,j,b),\qquad D\,u=V(i,a,j,b)-V(i,b,j,a).$$

These are the first-order equations in diagonal form, as for canonical orbitals. `FirstOrder` is a hypothesis that given `t` and `u` solve them.

```lean
/-- The interfragment energy with the opposite-spin part scaled by c and the same-spin part
scaled by s. -/
def scaledEnergy {ι : Type*} (frag : ι → Fragment) (occ virt : Finset ι)
    (V t u : ι → ι → ι → ι → ℝ) (c s : ℝ) : ℝ :=
  interSum frag occ virt fun i a j b =>
    c * (V i a j b * t i a j b) + s * (V i a j b * u i a j b)
```

In this form $E(c,s)=\sum\,(c\,V t+s\,V u)$, and `scaledEnergy … 1 1` is the unscaled energy.

```lean
/-- The orbital-energy denominator e(i) + e(j) - e(a) - e(b). -/
def denom {ι : Type*} (e : ι → ℝ) (i a j b : ι) : ℝ := e i + e j - e a - e b
```

The usual denominator is $D=e_i+e_j-e_a-e_b$, with orbital energies $e$. The scaling theorem allows any nonzero `D`; the results from `denom_neg` onwards use this particular one.

```lean
variable {ι : Type*} {frag : ι → Fragment} {occ virt : Finset ι}
  {V D t u : ι → ι → ι → ι → ℝ} {e : ι → ℝ}

/-- A quadruple is an interfragment excitation exactly when its orbitals have the right
occupations and lie on the right fragments. -/
theorem mem_excitations {i a j b : ι} : (i, a, j, b) ∈ excitations frag occ virt ↔
    (i ∈ occ ∧ a ∈ virt ∧ j ∈ occ ∧ b ∈ virt) ∧
      frag i = .A ∧ frag a = .A ∧ frag j = .B ∧ frag b = .B := by
  simp only [excitations, Finset.mem_filter, Finset.mem_product]
```

The `variable` lines declare symbols shared by the theorems. In a Lean theorem, the hypotheses stand before the last colon of the statement, the claim after it, and the proof after `:=`. This first theorem unpacks membership in `excitations` into its eight conditions, four on occupation and four on location.

## Why the two spin amplitudes agree

```lean
/-- For fragment-local integrals and a nonzero denominator, the first-order same-spin and
opposite-spin amplitudes of an interfragment excitation coincide. -/
theorem amplitudes_eq (hV : FragmentLocal frag V) (h : FirstOrder frag occ virt V D t u)
    {i a j b : ι} (hq : (i, a, j, b) ∈ excitations frag occ virt) (hD : D i a j b ≠ 0) :
    u i a j b = t i a j b := by
  obtain ⟨-, hi, -, -, hb⟩ := mem_excitations.1 hq
  -- the exchange integral joins orbitals of different fragments
  have hx : V i b j a = 0 := by
    apply hV
    rintro ⟨h1, -⟩
    rw [hi, hb] at h1
    cases h1
  apply mul_left_cancel₀ hD
  rw [h.same i a j b hq, h.opposite i a j b hq, hx, sub_zero]
```

By hand, take $i,a$ on $A$ and $j,b$ on $B$. The exchange integral $V(i,b,j,a)$ pairs $i$ on $A$ with $b$ on $B$, so fragment locality makes it zero. Hence

$$D\,u=V(i,a,j,b)-0=D\,t,$$

and dividing by $D\neq0$ gives $u=t$.

The Lean proof takes the same path. The step `hx` shows that the exchange integral vanishes, since otherwise `A` would equal `B`. Then `mul_left_cancel₀ hD` cancels the denominator, and the two amplitude equations finish the argument.

If $D$ were zero, the equations would force $V=0$ and leave the amplitudes undetermined. The energy would not notice, because such a term carries the factor $V$.

```lean
/-- For first-order amplitudes and nonzero denominators, the scaled energy is the sum of (c V² + s V
(V - V(i, b, j, a))) / D, with V = V(i, a, j, b). -/
theorem scaledEnergy_eq_quotient (h : FirstOrder frag occ virt V D t u)
    (hD : ∀ i a j b, (i, a, j, b) ∈ excitations frag occ virt → D i a j b ≠ 0) (c s : ℝ) :
    scaledEnergy frag occ virt V t u c s = interSum frag occ virt fun i a j b =>
      (c * V i a j b ^ 2 + s * (V i a j b * (V i a j b - V i b j a))) / D i a j b := by
  unfold scaledEnergy interSum
  apply Finset.sum_congr rfl
  rintro ⟨i, a, j, b⟩ hq
  dsimp only
  rw [eq_div_iff (hD i a j b hq)]
  linear_combination c * V i a j b * h.opposite i a j b hq + s * V i a j b * h.same i a j b hq
```

This theorem recovers the quotient formula from the start of the text, without assuming fragment locality. Multiplying one term of the amplitude form by $D$ gives

$$D\,(cVt+sVu)=cV\,(Dt)+sV\,(Du)=cV^2+sV\,[V-V(i,b,j,a)],$$

where $V$ without arguments means $V(i,a,j,b)$. The tactic `linear_combination` performs this step: it adds the two amplitude equations with weights $cV$ and $sV$.

## The factor (c + s)/2

```lean
/-- For fragment-local integrals, first-order amplitudes and nonzero denominators, spin scaling
multiplies the interfragment dispersion energy by (c + s) / 2. -/
theorem dispersion_scaling (hV : FragmentLocal frag V) (h : FirstOrder frag occ virt V D t u)
    (hD : ∀ i a j b, (i, a, j, b) ∈ excitations frag occ virt → D i a j b ≠ 0) (c s : ℝ) :
    scaledEnergy frag occ virt V t u c s =
      (c + s) / 2 * scaledEnergy frag occ virt V t u 1 1 := by
  unfold scaledEnergy interSum
  rw [Finset.mul_sum]
  apply Finset.sum_congr rfl
  rintro ⟨i, a, j, b⟩ hq
  dsimp only
  -- both spin components contribute equally
  rw [amplitudes_eq hV h hq (hD i a j b hq)]
  ring
```

For every real $c$ and $s$, the statement reads $E(c,s)=\frac{c+s}{2}E(1,1)$. With $u=t$, each term becomes

$$cVt+sVu=(c+s)Vt=\frac{c+s}{2}\,(Vt+Vu),$$

and summing over the excitations gives the result. In the proof, `Finset.mul_sum` moves the prefactor inside the sum, `Finset.sum_congr` reduces the claim to single terms, `amplitudes_eq` replaces $u$ by $t$, and `ring` does the remaining algebra.

```lean
/-- With fragment-local integrals, first-order amplitudes and nonzero denominators, the scaling c =
6/5, s = 1/3 multiplies the interfragment dispersion energy by 23/30. -/
theorem dispersion_scaling_scs (hV : FragmentLocal frag V)
    (h : FirstOrder frag occ virt V D t u)
    (hD : ∀ i a j b, (i, a, j, b) ∈ excitations frag occ virt → D i a j b ≠ 0) :
    scaledEnergy frag occ virt V t u (6 / 5) (1 / 3) =
      23 / 30 * scaledEnergy frag occ virt V t u 1 1 := by
  have hs := dispersion_scaling hV h hD (6 / 5) (1 / 3)
  rw [hs]
  norm_num
```

For the common choice $c=6/5$, $s=1/3$, the factor is

$$\frac12\left(\frac65+\frac13\right)=\frac12\cdot\frac{23}{15}=\frac{23}{30},$$

so a little under a quarter of the unscaled dispersion energy is lost in this model.

## Which scalings leave the dispersion energy unchanged

```lean
/-- If on each fragment the occupied orbitals lie below the virtual ones, the denominator of
every interfragment excitation is negative. -/
theorem denom_neg (hgap : ∀ i ∈ occ, ∀ a ∈ virt, frag i = frag a → e i < e a)
    {i a j b : ι} (hq : (i, a, j, b) ∈ excitations frag occ virt) : denom e i a j b < 0 := by
  obtain ⟨⟨hi, ha, hj, hb⟩, fi, fa, fj, fb⟩ := mem_excitations.1 hq
  have h1 := hgap i hi a ha (fi.trans fa.symm)
  have h2 := hgap j hj b hb (fj.trans fb.symm)
  unfold denom
  linarith
```

The hypothesis `hgap` says that, within each fragment, every occupied orbital lies below every virtual one. It does not compare orbitals on different fragments. Grouping the denominator by fragment gives

$$D=(e_i-e_a)+(e_j-e_b)<0,$$

because both brackets are negative. `linarith` adds the two inequalities.

```lean
/-- For fragment-local integrals, first-order amplitudes with orbital-energy denominators, an
orbital gap on each fragment and at least one nonzero interfragment coupling, the unscaled
dispersion energy is negative. -/
theorem dispersion_neg (hV : FragmentLocal frag V)
    (h : FirstOrder frag occ virt V (denom e) t u)
    (hgap : ∀ i ∈ occ, ∀ a ∈ virt, frag i = frag a → e i < e a)
    {i a j b : ι} (hq : (i, a, j, b) ∈ excitations frag occ virt) (hne : V i a j b ≠ 0) :
    scaledEnergy frag occ virt V t u 1 1 < 0 := by
  -- each term equals twice the denominator times the squared amplitude
  have key : ∀ i a j b, (i, a, j, b) ∈ excitations frag occ virt →
      1 * (V i a j b * t i a j b) + 1 * (V i a j b * u i a j b) =
        2 * (denom e i a j b * t i a j b ^ 2) := by
    intro i a j b hm
    rw [amplitudes_eq hV h hm (denom_neg hgap hm).ne, ← h.opposite i a j b hm]
    ring
  have ht : t i a j b ≠ 0 := by
    intro h0
    apply hne
    rw [← h.opposite i a j b hq, h0, mul_zero]
  unfold scaledEnergy interSum
  rw [← Finset.sum_const_zero (s := excitations frag occ virt)]
  apply Finset.sum_lt_sum
  · rintro ⟨i', a', j', b'⟩ hm
    dsimp only
    rw [key i' a' j' b' hm]
    have := mul_nonpos_of_nonpos_of_nonneg (denom_neg hgap hm).le (sq_nonneg (t i' a' j' b'))
    linarith
  · refine ⟨(i, a, j, b), hq, ?_⟩
    dsimp only
    rw [key i a j b hq]
    have hpos : 0 < t i a j b ^ 2 := by positivity
    have := mul_neg_of_neg_of_pos (denom_neg hgap hq) hpos
    linarith
```

Now let at least one interfragment excitation have $V\neq0$. Since $u=t$ and $V=Dt$, each term of the unscaled energy is

$$Vt+Vu=2Vt=2D\,t^2\le0 .$$

For the excitation with $V\neq0$, the equation $Dt=V$ gives $t\neq0$, so its term is strictly negative. Hence $E(1,1)<0$: the dispersion energy is attractive. The step `key` is the displayed identity, and `Finset.sum_lt_sum` compares the sum with a sum of zeros, where every term is at most zero and one is below it.

```lean
/-- For fragment-local integrals, first-order amplitudes with orbital-energy denominators, an
orbital gap on each fragment and a nonzero interfragment coupling, spin scaling leaves the
dispersion energy unchanged exactly when c + s = 2. -/
theorem dispersion_preserved_iff (hV : FragmentLocal frag V)
    (h : FirstOrder frag occ virt V (denom e) t u)
    (hgap : ∀ i ∈ occ, ∀ a ∈ virt, frag i = frag a → e i < e a)
    {i a j b : ι} (hq : (i, a, j, b) ∈ excitations frag occ virt) (hne : V i a j b ≠ 0)
    (c s : ℝ) :
    scaledEnergy frag occ virt V t u c s = scaledEnergy frag occ virt V t u 1 1 ↔
      c + s = 2 := by
  have hneg := dispersion_neg hV h hgap hq hne
  have hs := dispersion_scaling hV h (fun _ _ _ _ hm => (denom_neg hgap hm).ne) c s
  constructor
  · intro heq
    have hz : ((c + s) / 2 - 1) * scaledEnergy frag occ virt V t u 1 1 = 0 := by
      linear_combination heq - hs
    rcases mul_eq_zero.1 hz with h1 | h1
    · linarith
    · exact absurd h1 hneg.ne
  · intro hcs
    rw [hs, hcs]
    norm_num
```

The sign `↔` means "if and only if". If $E(c,s)=E(1,1)$, the scaling theorem gives

$$\left(\frac{c+s}{2}-1\right)E(1,1)=0 .$$

Since $E(1,1)<0$, the bracket must vanish, so $c+s=2$. Conversely, $c+s=2$ makes the factor equal to one. The nonzero coupling matters here: if all interfragment couplings vanished, the energy would be zero for every $c$ and $s$, and any scaling would preserve it.

The condition concerns only the interfragment sum. Correlation within a fragment contains exchange integrals that fragment locality does not remove, and the theorem says nothing about how scaling changes it.

## The smallest case: one excitation on each fragment

```lean
/-- The occupied orbitals of a model dimer, one on each fragment. -/
def dimerOcc : Finset (Fragment × Bool) := {(.A, false), (.B, false)}
```

An orbital of the model dimer is a pair of a fragment and a truth value. `false` marks the occupied orbital and `true` the virtual one, so there are four orbitals in all.

```lean
/-- The virtual orbitals of the model dimer, one on each fragment. -/
def dimerVirt : Finset (Fragment × Bool) := {(.A, true), (.B, true)}
```

Each fragment has one virtual orbital.

```lean
/-- The orbital energies of the model dimer: -1 for occupied and 1 for virtual orbitals. -/
def dimerE (p : Fragment × Bool) : ℝ := if p.2 = true then 1 else -1
```

The orbital energies are $-1$ for occupied and $+1$ for virtual orbitals, in arbitrary units.

```lean
/-- The integrals of the model dimer: 1 if i, a share a fragment and j, b share a fragment,
and 0 otherwise. -/
def dimerV (i a j b : Fragment × Bool) : ℝ := if i.1 = a.1 ∧ j.1 = b.1 then 1 else 0
```

Every integral allowed by fragment locality equals $1$, and all others are $0$. These values are chosen for easy arithmetic; they are not the Coulomb integrals of any real set of orbitals.

```lean
/-- The model dimer, with all amplitudes equal to -1/4, has fragment-local integrals, solves the
first-order equations, has a gap on each fragment and has a nonzero interfragment coupling. -/
theorem dimer_witness :
    FragmentLocal Prod.fst dimerV ∧
    FirstOrder Prod.fst dimerOcc dimerVirt dimerV (denom dimerE)
      (fun _ _ _ _ => -1 / 4) (fun _ _ _ _ => -1 / 4) ∧
    (∀ i ∈ dimerOcc, ∀ a ∈ dimerVirt, i.1 = a.1 → dimerE i < dimerE a) ∧
    ((.A, false), (.A, true), (.B, false), (.B, true)) ∈
      excitations Prod.fst dimerOcc dimerVirt ∧
    dimerV (.A, false) (.A, true) (.B, false) (.B, true) ≠ 0 := by
  have ho : ∀ p ∈ dimerOcc, p.2 = false := by simp [dimerOcc]
  have hv : ∀ p ∈ dimerVirt, p.2 = true := by simp [dimerVirt]
  have hAB : Fragment.A ≠ Fragment.B := by decide
  refine ⟨?_, ⟨?_, ?_⟩, ?_, ?_, ?_⟩
  · intro i a j b h
    unfold dimerV
    exact if_neg h
  · intro i a j b hq
    obtain ⟨⟨hi, ha, hj, hb⟩, fi, fa, fj, fb⟩ := mem_excitations.1 hq
    norm_num [denom, dimerE, dimerV, ho i hi, hv a ha, ho j hj, hv b hb, fi, fa, fj, fb]
  · intro i a j b hq
    obtain ⟨⟨hi, ha, hj, hb⟩, fi, fa, fj, fb⟩ := mem_excitations.1 hq
    norm_num [denom, dimerE, dimerV, ho i hi, hv a ha, ho j hj, hv b hb, fi, fa, fj, fb, hAB]
  · intro i hi a ha _
    norm_num [dimerE, ho i hi, hv a ha]
  · rw [mem_excitations]
    simp [dimerOcc, dimerVirt]
  · simp [dimerV]

end

end SpinScaledDispersion
```

This theorem confirms that the dimer meets all the assumptions used above, with `Prod.fst` reading off the fragment of an orbital. The proof treats the conditions one by one and evaluates the definitions.

Only one interfragment excitation exists. Its denominator is $D=-1-1-1-1=-4$, its direct integral is $1$ and its exchange integral is $0$, so $t=u=-1/4$. The energy is therefore

$$E(c,s)=-\frac{c+s}{4},\qquad E(1,1)=-\frac12,\qquad E\!\left(\tfrac65,\tfrac13\right)=-\frac{23}{60},$$

and the last two values stand in the ratio $23/30$. If the virtual orbital on $B$ were removed, no excitation would remain, and both sides of the scaling identity would be zero.

```lean
#print axioms SpinScaledDispersion.scaledEnergy_eq_quotient
#print axioms SpinScaledDispersion.dispersion_scaling
#print axioms SpinScaledDispersion.dispersion_scaling_scs
#print axioms SpinScaledDispersion.dispersion_preserved_iff
```

```
'SpinScaledDispersion.scaledEnergy_eq_quotient' depends on axioms: [propext, Classical.choice, Quot.sound]
'SpinScaledDispersion.dispersion_scaling' depends on axioms: [propext, Classical.choice, Quot.sound]
'SpinScaledDispersion.dispersion_scaling_scs' depends on axioms: [propext, Classical.choice, Quot.sound]
'SpinScaledDispersion.dispersion_preserved_iff' depends on axioms: [propext, Classical.choice, Quot.sound]
```
